# The operator product of two coordinate-scaled kernels equals l^(c−d) times the scaled product

In `compose_scale`, two complex kernels γ(x, y) and η(x, y) on d-dimensional position space are each scaled to l^c γ(lx, ly) and l^c η(lx, ly), with l > 0 and c any real number. The lemma says that the operator product of the scaled kernels, an integral over the shared coordinate, is l^(c−d) times the scaled product of the original ones, so for c = d scaling preserves products. The kernels are arbitrary: they need not be Hermitian, normalised or idempotent, and no integrability is assumed, since Lean gives a non-integrable function the integral zero. The proof pulls the constant l^c · l^c out of the integral, changes variables with `integral_dilate`, and leaves the remaining algebra to `ring`.

The first attempt, which Lean rejects:

```lean
import Mathlib

open MeasureTheory

namespace DensityMatrixScaling

noncomputable section

/-- Position space of dimension `d`. -/
abbrev Space (d : ℕ) := EuclideanSpace ℝ (Fin d)

/-- A complex kernel `γ(x, y)` on position space. -/
abbrev Kernel (d : ℕ) := Space d → Space d → ℂ

variable {d : ℕ} {l : ℝ}

/-- The operator product of two kernels, `∫ γ(x, y) η(y, z) dy`. -/
def compose (γ η : Kernel d) : Kernel d := fun x z => ∫ y, γ x y * η y z

/-- The coordinate-scaled kernel `l^c γ(l x, l y)`. -/
def scale (l c : ℝ) (γ : Kernel d) : Kernel d :=
  fun x y => ((l ^ c : ℝ) : ℂ) * γ (l • x) (l • y)

/-- Dilating the integration variable by `l` multiplies an integral by `l^(-d)`. -/
theorem integral_dilate (hl : 0 < l) (f : Space d → ℂ) :
    ∫ y, f (l • y) = ((l ^ (-(d : ℝ)) : ℝ) : ℂ) * ∫ y, f y := by
  rw [Measure.integral_comp_smul volume f l, finrank_euclideanSpace_fin,
    abs_of_pos (by positivity), Real.rpow_neg hl.le, Real.rpow_natCast, Complex.real_smul]

/-- The product of two scaled kernels is `l^(c-d)` times the scaled product. -/
theorem compose_scale (hl : 0 < l) (c : ℝ) (γ η : Kernel d) (x z : Space d) :
    compose (scale l c γ) (scale l c η) x z =
      ((l ^ (c - d) : ℝ) : ℂ) * scale l c (compose γ η) x z := by
  have h : (fun y => scale l c γ x y * scale l c η y z) = fun y =>
      (((l ^ c : ℝ) : ℂ) * ((l ^ c : ℝ) : ℂ)) * (γ (l • x) (l • y) * η (l • y) (l • z)) := by
    funext y
    simp only [scale]
    ring
  have h2 : ∫ y, γ (l • x) (l • y) * η (l • y) (l • z) =
      ((l ^ (-(d : ℝ)) : ℝ) : ℂ) * ∫ y, γ (l • x) y * η y (l • z) :=
    integral_dilate hl (fun y => γ (l • x) y * η y (l • z))
  have hp : l ^ (c - d) = l ^ c * l ^ (-(d : ℝ)) := by
    rw [sub_eq_add_neg, Real.rpow_add hl]
  simp only [compose, h]
  rw [integral_const_mul, h2, hp, Complex.ofReal_mul]
  simp only [scale]
  ring

end

end DensityMatrixScaling
```

Compiling this gives:

```
Try this:
  [apply] ring_nf
  
  The `ring` tactic failed to close the goal. Use `ring_nf` to obtain a normal form.
    
  Note that `ring` works primarily in *commutative* rings. If you have a noncommutative ring, abelian group or module, consider using `noncomm_ring`, `abel` or `module` instead.
Main.lean:33:63: error: unsolved goals
d : ℕ
l : ℝ
hl : 0 < l
c : ℝ
γ η : Kernel d
x z : Space d
h :
  (fun y => scale l c γ x y * scale l c η y z) = fun y => ↑(l ^ c) * ↑(l ^ c) * (γ (l • x) (l • y) * η (l • y) (l • z))
h2 : ∫ (y : Space d), γ (l • x) (l • y) * η (l • y) (l • z) = ↑(l ^ (-↑d)) * ∫ (y : Space d), γ (l • x) y * η y (l • z)
hp : l ^ (c - ↑d) = l ^ c * l ^ (-↑d)
⊢ ↑(l ^ c) ^ 2 * ↑(l ^ (-↑d)) * ∫ (y : Space d), γ (l • x) y * η y (l • z) =
    ↑(l ^ c) ^ 2 * ↑(l ^ (-↑d)) * compose γ η (l • x) (l • z)
```

The repair, with which the file compiles:

```diff
@@ -44,5 +44,5 @@
   simp only [compose, h]
   rw [integral_const_mul, h2, hp, Complex.ofReal_mul]
-  simp only [scale]
+  simp only [scale, compose]
   ring
 
```

The first message says that `ring` could not close the goal and fell back to `ring_nf`; the error shows what was left. The two sides have the same prefactors, but the left ends in an integral and the right in `compose γ η (l • x) (l • z)`. These are equal by the definition of `compose`, which `ring` does not unfold, so it treats them as unrelated quantities.

The earlier `simp only [compose, h]` did not unfold this `compose` because the right side then read `scale l c (compose γ η) x z`, where `compose γ η` has no position arguments. `simp` unfolds `compose` by an equation that expects both positions as well as both kernels. Only the later `simp only [scale]` supplies them, and that call was not told to unfold `compose`.

The diff adds `compose` to that call. Once `scale` is unfolded, `compose` is too, the same integral stands on both sides, and `ring` closes the goal.
